# A forward energy step \(h\) tracks the phase of any \(n\) real levels with broadening \(\eta>0\) exactly when \(2n\arctan(h/(2\eta))<\pi\)

One way to count states from the phase of a determinant is to evaluate the determinant on an energy mesh and add up the principal arguments of the ratios between neighbouring points. Each ratio fixes the phase change only up to a multiple of \(2\pi\), so a mesh that is too coarse can lose a full turn.

For a finite, non-interacting system with real levels \(e_1,\dots,e_n\), the determinant of \(E+i\eta-H\) is

\[ p(E)=\prod_j (E+i\eta-e_j). \]

Here \(H\) is the Hamiltonian, \(E\) the energy and \(\eta\) the distance of the mesh from the real axis, which broadens each level. The broadened number of states gained over a step is \(-1/\pi\) times the phase change of \(p\), so a lost turn miscounts by two states. The question is how large the step \(h\) (not Planck's constant) may be.

```lean
import Mathlib

open scoped Real

namespace LloydPhaseTracking

noncomputable section
```

One factor of the product is `shifted η E e`:

```lean
/-- The complex energy `E + iη` measured from a level `e`. -/
def shifted (η E e : ℝ) : ℂ := (E : ℂ) + (η : ℂ) * Complex.I - (e : ℂ)
```

The whole product is `levelProd`, with the levels given as a function `e : Fin n → ℝ`. Coincident levels are allowed.

```lean
/-- The product `p(E) = ∏ (E + iη - e_j)` over `n` levels. -/
def levelProd {n : ℕ} (η : ℝ) (e : Fin n → ℝ) (E : ℝ) : ℂ :=
  ∏ j, shifted η E (e j)
```

The phase change to be recovered is the sum of the changes of the individual arguments. For \(\eta>0\) every factor stays in the upper half-plane, where the argument is continuous, so this sum is the continuously followed phase.

```lean
/-- The change of the principal argument of `E + iη - e_j` from `E` to `E + h`, summed over the
levels. -/
def phaseChange {n : ℕ} (η : ℝ) (e : Fin n → ℝ) (E h : ℝ) : ℝ :=
  ∑ j, (Complex.arg (shifted η (E + h) (e j)) - Complex.arg (shifted η E (e j)))
```

A step is called safe if the principal argument gives this sum for all level positions and all starting energies. This is a worst-case notion: a particular spectrum may tolerate a larger step.

```lean
/-- A step `h` is safe for `n` levels if, for all level positions and energies, the principal
argument of `p(E + h) / p(E)` is the summed phase change of the levels. -/
def StepSafe (n : ℕ) (η h : ℝ) : Prop :=
  ∀ (e : Fin n → ℝ) (E : ℝ),
    Complex.arg (levelProd η e (E + h) / levelProd η e E) = phaseChange η e E h
```

In multiple-scattering theory, Lloyd's formula uses the determinant of an energy-dependent matrix, whose phase generally gives the number of states relative to a reference system such as free space. The bound is not proved here for that phase.

## Positive broadening and real levels

Physically, \(\eta>0\) puts the mesh above the real axis, and a Hermitian Hamiltonian has real levels. Together they give every factor the imaginary part \(\eta>0\).

By hand, set \(u=(E-e)/\eta\) and \(\alpha=\arctan u\). Since \(u=\sin\alpha/\cos\alpha\) and \(\cos\alpha>0\),

\[ E+i\eta-e=\eta(u+i)=\frac{\eta}{\cos\alpha}\left[\cos\left(\tfrac{\pi}{2}-\alpha\right)+i\sin\left(\tfrac{\pi}{2}-\alpha\right)\right]. \]

The prefactor is positive and \(\pi/2-\alpha\) lies in \((0,\pi)\), so the argument is \(\pi/2-\arctan((E-e)/\eta)\). It falls by \(\pi\) in total as the energy passes from far below the level to far above it.

In the proof, `key` is this polar form, and `div_pos hη hc` supplies the positive modulus.

```lean
/-- For `η > 0` the phase of one level is `π/2 - arctan ((E - e)/η)`. -/
theorem arg_shifted {η : ℝ} (hη : 0 < η) (E e : ℝ) :
    Complex.arg (shifted η E e) = π / 2 - Real.arctan ((E - e) / η) := by
  have hη' : η ≠ 0 := hη.ne'
  have hc := Real.cos_arctan_pos ((E - e) / η)
  have hs := Real.tan_mul_cos hc.ne'
  rw [Real.tan_arctan] at hs
  have h1 : ∀ c : ℝ, c ≠ 0 → η / c * ((E - e) / η * c) = E - e := by
    intro c hc
    field_simp
  have h2 : ∀ c : ℝ, c ≠ 0 → η / c * c = η := by
    intro c hc
    field_simp
  -- polar form with modulus `η / cos (arctan u)`
  have key : shifted η E e = ((η / Real.cos (Real.arctan ((E - e) / η)) : ℝ) : ℂ) *
      (Complex.cos ((π / 2 - Real.arctan ((E - e) / η) : ℝ) : ℂ) +
        Complex.sin ((π / 2 - Real.arctan ((E - e) / η) : ℝ) : ℂ) * Complex.I) := by
    rw [← Complex.ofReal_cos, ← Complex.ofReal_sin, Real.cos_pi_div_two_sub,
      Real.sin_pi_div_two_sub, ← hs, mul_add, ← Complex.ofReal_mul, h1 _ hc.ne',
      ← mul_assoc, ← Complex.ofReal_mul, h2 _ hc.ne', Complex.ofReal_sub]
    unfold shifted
    ring
  rw [key]
  apply Complex.arg_mul_cos_add_sin_mul_I (div_pos hη hc)
  have h2 := Real.neg_pi_div_two_lt_arctan ((E - e) / η)
  have h3 := Real.arctan_lt_pi_div_two ((E - e) / η)
  constructor <;> linarith [Real.pi_pos]
```

The condition \(\eta>0\) can't be weakened to \(\eta\neq0\) in the equivalence. Take \(\eta=-1\), \(h=2\) and three levels at \(E+1\). Each factor goes from \(-1-i\) to \(1-i\), turning by \(+\pi/2\). The sum is \(3\pi/2\), but the principal argument is \(-\pi/2\), although \(6\arctan(-1)<\pi\). Nor can the levels be allowed arbitrary imaginary parts. Take \(\eta=1\), \(h=1\) and three levels at \(E+\tfrac12+\tfrac i2\), whose positive imaginary part describes gain and is impossible for a Hermitian Hamiltonian. Each factor goes from \((-1+i)/2\) to \((1+i)/2\), turning by \(-\pi/2\). The sum is \(-3\pi/2\), but the principal argument is \(\pi/2\), although \(6\arctan(1/2)<\pi\).

## A step towards higher energy

The hypothesis \(h\ge0\) says that the mesh is traversed upwards, so every phase falls or stays constant. By hand, it provides the ordering \(a\le b\) for \(a=(E-e)/\eta\) and \(b=(E+h-e)/\eta\).

Let \(\alpha=\arctan a\), \(\beta=\arctan b\) and \(\theta=(\beta-\alpha)/2\), so that \(0\le\theta<\pi/2\). Then

\[ \frac{b-a}{2}=\frac{\sin(\beta-\alpha)}{2\cos\alpha\cos\beta}=\frac{\sin\theta\cos\theta}{\cos\alpha\cos\beta}, \]

\[ \cos\alpha\cos\beta=\frac{\cos2\theta+\cos(\alpha+\beta)}{2}\le\frac{\cos2\theta+1}{2}=\cos^2\theta. \]

Hence \((b-a)/2\ge\tan\theta\), and taking arctangents gives \(\arctan b-\arctan a\le2\arctan((b-a)/2)\). In the proof, `hprod` is the bound on the cosines and `htan` the bound on the tangent.

```lean
/-- Over an interval of given length the arctangent rises most when the interval is centred
at zero. -/
theorem arctan_sub_le {a b : ℝ} (hab : a ≤ b) :
    Real.arctan b - Real.arctan a ≤ 2 * Real.arctan ((b - a) / 2) := by
  obtain ⟨α, hα⟩ : ∃ α, α = Real.arctan a := ⟨_, rfl⟩
  obtain ⟨β, hβ⟩ : ∃ β, β = Real.arctan b := ⟨_, rfl⟩
  obtain ⟨θ, hθ⟩ : ∃ θ, θ = (β - α) / 2 := ⟨_, rfl⟩
  have hle : α ≤ β := by
    rw [hα, hβ]
    exact Real.arctan_strictMono.monotone hab
  have hα1 : -(π / 2) < α := by rw [hα]; exact Real.neg_pi_div_two_lt_arctan a
  have hβ1 : β < π / 2 := by rw [hβ]; exact Real.arctan_lt_pi_div_two b
  have ca : 0 < Real.cos α := by rw [hα]; exact Real.cos_arctan_pos a
  have cb : 0 < Real.cos β := by rw [hβ]; exact Real.cos_arctan_pos b
  have ta : a = Real.sin α / Real.cos α := by
    rw [← Real.tan_eq_sin_div_cos, hα, Real.tan_arctan]
  have tb : b = Real.sin β / Real.cos β := by
    rw [← Real.tan_eq_sin_div_cos, hβ, Real.tan_arctan]
  have hθ0 : 0 ≤ θ := by linarith
  have hθ1 : θ < π / 2 := by linarith
  have hc : 0 < Real.cos θ := Real.cos_pos_of_mem_Ioo ⟨by linarith, hθ1⟩
  have hs : 0 ≤ Real.sin θ := Real.sin_nonneg_of_nonneg_of_le_pi hθ0 (by linarith)
  have hd : β - α = 2 * θ := by linarith
  have hsin := Real.sin_sub β α
  have hcos := Real.cos_sub β α
  rw [hd, Real.sin_two_mul] at hsin
  rw [hd, Real.cos_two_mul] at hcos
  -- the product of the cosines is largest for a symmetric interval
  have hprod : Real.cos α * Real.cos β ≤ Real.cos θ ^ 2 := by
    linarith [Real.cos_add β α, Real.cos_le_one (β + α)]
  have hdiff : (b - a) / 2 = Real.sin θ * Real.cos θ / (Real.cos α * Real.cos β) := by
    rw [ta, tb, div_sub_div _ _ cb.ne' ca.ne', ← hsin, mul_comm (Real.cos β), div_div,
      div_eq_div_iff (by positivity) (by positivity)]
    ring
  have htan : Real.tan θ ≤ (b - a) / 2 := by
    rw [Real.tan_eq_sin_div_cos, hdiff, div_le_div_iff₀ hc (mul_pos ca cb)]
    linarith [mul_le_mul_of_nonneg_left hprod hs]
  have hfin := Real.arctan_strictMono.monotone htan
  rw [Real.arctan_tan (by linarith) hθ1] at hfin
  rw [← hα, ← hβ]
  linarith
```

Since \((b-a)/2=h/(2\eta)\), one level changes the phase by an amount between \(-2\arctan(h/(2\eta))\) and \(0\). Summing over \(n\) levels gives

\[ -2n\arctan\frac{h}{2\eta}\le\Delta\le0, \]

where \(\Delta\) is the summed change, `phaseChange η e E h`. The proof uses `hh` to obtain the ordering `hab`, then sums the bounds for the single levels.

```lean
/-- For `η > 0` and `h ≥ 0` the summed phase change of `n` levels lies between
`-2n arctan (h/(2η))` and zero. -/
theorem phaseChange_bounds {n : ℕ} {η h : ℝ} (hη : 0 < η) (hh : 0 ≤ h)
    (e : Fin n → ℝ) (E : ℝ) :
    -(2 * n * Real.arctan (h / (2 * η))) ≤ phaseChange η e E h ∧
      phaseChange η e E h ≤ 0 := by
  have hab : ∀ j, (E - e j) / η ≤ (E + h - e j) / η := by
    intro j
    gcongr
    linarith
  constructor
  · have hj : ∀ j ∈ (Finset.univ : Finset (Fin n)), -(2 * Real.arctan (h / (2 * η))) ≤
        Complex.arg (shifted η (E + h) (e j)) - Complex.arg (shifted η E (e j)) := by
      intro j _
      have h1 := arctan_sub_le (hab j)
      have h2 : ((E + h - e j) / η - (E - e j) / η) / 2 = h / (2 * η) := by
        rw [← sub_div, div_div, mul_comm η 2, show E + h - e j - (E - e j) = h by ring]
      rw [h2] at h1
      rw [arg_shifted hη, arg_shifted hη]
      linarith
    have hsum := Finset.sum_le_sum hj
    rw [Finset.sum_const, Finset.card_univ, Fintype.card_fin, nsmul_eq_mul] at hsum
    unfold phaseChange
    linarith
  · apply Finset.sum_nonpos
    intro j _
    rw [arg_shifted hη, arg_shifted hη]
    linarith [Real.arctan_strictMono.monotone (hab j)]
```

Without a sign condition on \(h\) the equivalence fails. For \(\eta=1\), \(h=-2\) and three levels at \(E-1\), the sum is again \(3\pi/2\) and the principal argument \(-\pi/2\), while \(6\arctan(-1)<\pi\).

## Less than half a turn in total

The condition \(2n\arctan(h/(2\eta))<\pi\) says that even the worst arrangement of levels turns the phase by less than half a revolution.

By hand, write \(p(E)=R(E)e^{i\Phi(E)}\), where \(R>0\) is the product of the moduli and \(\Phi\) the sum of the arguments. Then

\[ \frac{p(E+h)}{p(E)}=\frac{R(E+h)}{R(E)}\,e^{i\Delta}, \]

and the principal argument is \(\Delta\) whenever \(-\pi<\Delta\le\pi\). In the proof, `polar` is the polar form of the product and `key` that of the ratio.

```lean
/-- For `η > 0`, the principal argument of `p(E + h) / p(E)` is the summed phase change
whenever the latter lies in `(-π, π]`. -/
theorem arg_ratio {n : ℕ} {η h : ℝ} (hη : 0 < η) (e : Fin n → ℝ) (E : ℝ)
    (hφ : phaseChange η e E h ∈ Set.Ioc (-π) π) :
    Complex.arg (levelProd η e (E + h) / levelProd η e E) = phaseChange η e E h := by
  have hR : ∀ x : ℝ, 0 < ∏ j, ‖shifted η x (e j)‖ := fun x =>
    Finset.prod_pos fun j _ => norm_pos_iff.2 fun h0 =>
      hη.ne' (by simpa [shifted] using congrArg Complex.im h0)
  -- moduli multiply and phases add
  have polar : ∀ x : ℝ, levelProd η e x = ((∏ j, ‖shifted η x (e j)‖ : ℝ) : ℂ) *
      Complex.exp (((∑ j, Complex.arg (shifted η x (e j)) : ℝ) : ℂ) * Complex.I) := by
    intro x
    rw [Complex.ofReal_prod, Complex.ofReal_sum, Finset.sum_mul, Complex.exp_sum,
      ← Finset.prod_mul_distrib]
    exact Finset.prod_congr rfl fun j _ => (Complex.norm_mul_exp_arg_mul_I _).symm
  have key : levelProd η e (E + h) / levelProd η e E =
      (((∏ j, ‖shifted η (E + h) (e j)‖) / (∏ j, ‖shifted η E (e j)‖) : ℝ) : ℂ) *
      (Complex.cos (phaseChange η e E h : ℂ) +
        Complex.sin (phaseChange η e E h : ℂ) * Complex.I) := by
    rw [← Complex.exp_mul_I, polar (E + h), polar E, mul_div_mul_comm, ← Complex.exp_sub,
      Complex.ofReal_div, phaseChange, Finset.sum_sub_distrib, Complex.ofReal_sub, sub_mul]
  rw [key]
  exact Complex.arg_mul_cos_add_sin_mul_I (div_pos (hR _) (hR _)) hφ
```

If the condition is violated, put all levels at the midpoint \(E+h/2\). Each argument then changes from \(\pi/2+\arctan(h/(2\eta))\) to \(\pi/2-\arctan(h/(2\eta))\), so \(\Delta=-2n\arctan(h/(2\eta))\le-\pi\). A principal argument is always greater than \(-\pi\), so the two differ.

The smallest case at equality is \(n=2\), \(h=2\eta\). Each factor's ratio is \((1+i)/(-1+i)=-i\), and the ratio of the products is \(-1\). Its principal argument is \(\pi\), whereas the summed change is \(-\pi\): the count goes down by one state when it should go up by one.

```lean
/-- For `η > 0` and `2n arctan (h/(2η)) ≥ π`, the principal argument misses the summed phase
change when all `n` levels coincide at the midpoint `E + h/2` of the step. -/
theorem coincident_levels_fail {n : ℕ} {η h : ℝ} (hη : 0 < η)
    (hbig : π ≤ 2 * n * Real.arctan (h / (2 * η))) (E : ℝ) :
    Complex.arg (levelProd η (fun _ : Fin n => E + h / 2) (E + h) /
      levelProd η (fun _ : Fin n => E + h / 2) E) ≠
      phaseChange η (fun _ : Fin n => E + h / 2) E h := by
  have hsum : phaseChange η (fun _ : Fin n => E + h / 2) E h =
      -(2 * n * Real.arctan (h / (2 * η))) := by
    unfold phaseChange
    rw [Finset.sum_const, Finset.card_univ, Fintype.card_fin, nsmul_eq_mul,
      arg_shifted hη, arg_shifted hη, show E + h - (E + h / 2) = h / 2 by ring,
      show E - (E + h / 2) = -(h / 2) by ring, neg_div, div_div, Real.arctan_neg]
    ring
  -- a principal argument never reaches `-π`
  intro heq
  rw [hsum] at heq
  linarith [Complex.neg_pi_lt_arg (levelProd η (fun _ : Fin n => E + h / 2) (E + h) /
    levelProd η (fun _ : Fin n => E + h / 2) E)]
```

The bounds on \(\Delta\) give one direction of the equivalence, and the midpoint levels, taken at \(E=0\), give the other.

```lean
/-- For `η > 0` and `h ≥ 0`, the step `h` is safe for `n` levels exactly when
`2n arctan (h/(2η)) < π`. -/
theorem stepSafe_iff {n : ℕ} {η h : ℝ} (hη : 0 < η) (hh : 0 ≤ h) :
    StepSafe n η h ↔ 2 * n * Real.arctan (h / (2 * η)) < π := by
  constructor
  · intro hs
    by_contra hn
    exact coincident_levels_fail hη (not_lt.mp hn) 0 (hs _ 0)
  · intro hlt e E
    obtain ⟨h1, h2⟩ := phaseChange_bounds hη hh e E
    exact arg_ratio hη e E ⟨by linarith, by linarith [Real.pi_pos]⟩
```

For one level the condition always holds, so every forward step is safe.

## A simple bound on the mesh spacing

The hypothesis \(nh<\pi\eta\) limits the spacing in terms of the broadening and the number of levels. By hand, \(\arctan x\le x\) for \(x\ge0\) gives

\[ 2n\arctan\frac{h}{2\eta}\le\frac{nh}{\eta}<\pi. \]

The `calc` block is this chain, with the inequality for the arctangent obtained from `Real.le_tan`.

```lean
/-- For `η > 0` and `h ≥ 0`, a step with `n h < π η` is safe for `n` levels. -/
theorem stepSafe_of_mul_lt {n : ℕ} {η h : ℝ} (hη : 0 < η) (hh : 0 ≤ h)
    (hn : n * h < π * η) : StepSafe n η h := by
  rw [stepSafe_iff hη hh]
  have hu : 0 ≤ h / (2 * η) := by positivity
  have h0 := Real.arctan_strictMono.monotone hu
  rw [Real.arctan_zero] at h0
  have h1 := Real.le_tan h0 (Real.arctan_lt_pi_div_two _)
  rw [Real.tan_arctan] at h1
  calc 2 * n * Real.arctan (h / (2 * η)) ≤ 2 * n * (h / (2 * η)) :=
        mul_le_mul_of_nonneg_left h1 (by positivity)
    _ = n * h / η := by field_simp
    _ < π := (div_lt_iff₀ hη).2 hn
```

The criterion is sufficient but not necessary: with \(n=1\), \(\eta=1\) and \(h=4\) it fails, yet the step is safe.

## At least two levels

With \(n\ge2\) the safe steps have a finite upper limit, which is itself not safe. By hand, \(\pi/(2n)\) then lies strictly between \(0\) and \(\pi/2\), so the condition \(\arctan(h/(2\eta))<\pi/(2n)\) is equivalent to

\[ h<2\eta\tan\frac{\pi}{2n}. \]

In the proof, `hy1` places the angle below \(\pi/2\), and `hmono` uses the monotonicity of the arctangent.

```lean
/-- For `η > 0`, `h ≥ 0` and at least two levels, the step `h` is safe exactly when
`h < 2η tan (π/(2n))`. -/
theorem stepSafe_iff_lt_tan {n : ℕ} {η h : ℝ} (hη : 0 < η) (hh : 0 ≤ h) (hn : 2 ≤ n) :
    StepSafe n η h ↔ h < 2 * η * Real.tan (π / (2 * n)) := by
  have hn' : (2 : ℝ) ≤ n := by exact_mod_cast hn
  have hpos : (0 : ℝ) < 2 * n := by linarith
  have hy0 : 0 < π / (2 * n) := div_pos Real.pi_pos hpos
  have hy1 : π / (2 * n) < π / 2 := by
    rw [div_lt_div_iff₀ hpos two_pos]
    nlinarith [Real.pi_pos, mul_le_mul_of_nonneg_left hn' Real.pi_pos.le]
  have hmono := Real.arctan_strictMono.lt_iff_lt
    (a := h / (2 * η)) (b := Real.tan (π / (2 * n)))
  rw [Real.arctan_tan (by linarith) hy1, lt_div_iff₀ hpos,
    div_lt_iff₀ (by positivity : 0 < 2 * η)] at hmono
  rw [stepSafe_iff hη hh, mul_comm (2 * (n : ℝ)), hmono, mul_comm (2 * η)]
```

For \(n=1\) the tangent has a pole, to which Lean assigns the value \(0\). The formula would then reject every forward step, although all of them are safe.

## A fixed, nonzero step

Here \(h>0\) describes a mesh whose spacing is kept while the system grows at fixed broadening. By hand, \(\arctan(h/(2\eta))\) is then a fixed positive number, so \(2n\arctan(h/(2\eta))\ge\pi\) as soon as

\[ n\ge\frac{\pi}{2\arctan(h/(2\eta))}. \]

The proof chooses a natural number `N` at or above this threshold and applies the equivalence. For each such \(n\) some arrangement of levels fails, though not necessarily every one.

```lean
/-- For `η > 0`, any fixed step `h > 0` is unsafe for all sufficiently large numbers of
levels. -/
theorem eventually_unsafe {η h : ℝ} (hη : 0 < η) (hh : 0 < h) :
    ∃ N : ℕ, ∀ n ≥ N, ¬ StepSafe n η h := by
  have hu : 0 < h / (2 * η) := by positivity
  have ha := Real.arctan_strictMono hu
  rw [Real.arctan_zero] at ha
  obtain ⟨N, hN⟩ := exists_nat_ge (π / (2 * Real.arctan (h / (2 * η))))
  refine ⟨N, fun n hn hs => ?_⟩
  have hlt := (stepSafe_iff hη hh.le).1 hs
  rw [div_le_iff₀ (mul_pos two_pos ha)] at hN
  have hn' : (N : ℝ) ≤ n := by exact_mod_cast hn
  linarith [mul_le_mul_of_nonneg_right hn' ha.le]

end

end LloydPhaseTracking
```

With \(h=0\) the conclusion is false: the ratio is \(1\), both phase changes vanish, and the step is safe for every \(n\).

```lean
#print axioms LloydPhaseTracking.stepSafe_iff
#print axioms LloydPhaseTracking.stepSafe_of_mul_lt
#print axioms LloydPhaseTracking.stepSafe_iff_lt_tan
#print axioms LloydPhaseTracking.eventually_unsafe
```

```
'LloydPhaseTracking.stepSafe_iff' depends on axioms: [propext, Classical.choice, Quot.sound]
'LloydPhaseTracking.stepSafe_of_mul_lt' depends on axioms: [propext, Classical.choice, Quot.sound]
'LloydPhaseTracking.stepSafe_iff_lt_tan' depends on axioms: [propext, Classical.choice, Quot.sound]
'LloydPhaseTracking.eventually_unsafe' depends on axioms: [propext, Classical.choice, Quot.sound]
```
